# Normal transmission 1/cosh²(kd) through a bilayer graphene barrier twice as high as the electron energy

In the low-energy model of bilayer graphene, an electron with wave number $k>0$ that meets a sharp barrier of width $d>0$ head-on is transmitted with probability

$$|s|^2=\frac{1}{\cosh^2(kd)},\qquad e^{-2kd}\le |s|^2\le 4e^{-2kd},$$

provided that the wave inside the barrier decays at the rate $\kappa=k$. This condition means that the barrier height is twice the electron energy, measured from the point where the bands touch outside the barrier.

## From the spinor to one amplitude

In units $\hbar^2/2m=1$, with $m$ the effective mass, the Hamiltonian at normal incidence is $\sigma_x\,d^2/dx^2+V$. On a spinor $(w,-w)$ the eigenvalue equation at energy $E$ becomes $-w''+Vw=Ew$. Where $V=0$, the waves $e^{\pm ikx}$ have $E=k^2$. Where $V=k^2+\kappa^2$, the same energy belongs to $e^{\pm\kappa x}$. The barrier also has oscillating states at this energy, but they have the form $(w,w)$, which $\sigma_x$ does not mix with $(w,-w)$.

Let $w$ be $e^{ikx}+re^{-ikx}$ on the left, $Ae^{\kappa x}+Be^{-\kappa x}$ in the barrier and $se^{ikx}$ on the right. Write $F=se^{ikd}$. Continuity of $w$ and $w'$ gives

$$1+r=A+B,\qquad ik(1-r)=\kappa(A-B),$$
$$Ae^{\kappa d}+Be^{-\kappa d}=F,\qquad \kappa(Ae^{\kappa d}-Be^{-\kappa d})=ikF.$$

The second line yields $2\kappa A=(\kappa+ik)Fe^{-\kappa d}$ and $2\kappa B=(\kappa-ik)Fe^{\kappa d}$. Eliminating $r$ from the first line gives $2ik=(\kappa+ik)A-(\kappa-ik)B$. Multiply by $2\kappa$ and insert $A$ and $B$:

$$4ik\kappa=F\left[(\kappa+ik)^2e^{-\kappa d}-(\kappa-ik)^2e^{\kappa d}\right].$$

Expanding the squares and dividing by $2i$,

$$2k\kappa=F\left[2k\kappa\cosh(\kappa d)+i(\kappa^2-k^2)\sinh(\kappa d)\right].$$

For $\kappa=k$ this is $F=1/\cosh(kd)$, and $|F|=|s|$. With $u=e^{-kd}$, the probability is $4u^2/(1+u^2)^2$. Since $0<u<1$, the denominator lies between 1 and 4, which gives the exponential bounds.

For $kd=\ln 10$, $\cosh(kd)=(10+0.1)/2=5.05$, so $|s|^2\approx0.0392$, between the bounds $0.01$ and $0.04$.

Within this non-interacting, normal-incidence model, the formula gives a closed-form value against which a wave-matching calculation can be compared.

## Waves, Hamiltonian and edges in Lean

```lean
import Mathlib

open Complex

namespace BilayerBarrier

noncomputable section
```

One function describes all three regions; only the complex number `q` and the amplitudes change.

```lean
/-- The superposition `a exp(qx) + b exp(-qx)`; nonzero imaginary `q` gives propagating waves and
nonzero real `q` gives evanescent ones. -/
def wave (q a b : ℂ) (x : ℝ) : ℂ := a * exp (q * x) + b * exp (-(q * x))
```

The Hamiltonian acts on a two-component spinor, and the function returns both components of the result at a point. Here `V` is a constant, so each region is treated separately.

```lean
/-- The low-energy bilayer graphene Hamiltonian at normal incidence, `σₓ d²/dx² + V` in units
`ħ²/2m = 1`, applied to the spinor `(φ, χ)` at the point `x`. -/
def bilayerH (V : ℝ) (φ χ : ℝ → ℂ) (x : ℝ) : ℂ × ℂ :=
  (deriv (deriv χ) x + V * φ x, deriv (deriv φ) x + V * χ x)
```

`Matched` collects the four edge equations. The incident amplitude is fixed at 1, and the wave number is the same on both sides, so `‖s‖ ^ 2` is the transmission probability. The derivatives are those of each region's formula extended to the whole line, which agree at an edge with the one-sided derivatives. Continuity is assumed as the matching rule for a sharp step. Oblique incidence, a band gap and smooth edges are not covered.

```lean
/-- Continuity of the wave and of its derivative at the edges `0` and `d` of a barrier, with
wave number `k` outside and decay constant `κ` inside. -/
structure Matched (k κ d : ℝ) (r A B s : ℂ) : Prop where
  value_left : wave (I * k) 1 r 0 = wave κ A B 0
  slope_left : deriv (wave (I * k) 1 r) 0 = deriv (wave κ A B) 0
  value_right : wave κ A B d = wave (I * k) s 0 d
  slope_right : deriv (wave κ A B) d = deriv (wave (I * k) s 0) d
```

The chain rule gives the first derivative, and applying it twice restores the sign of `b`.

```lean
/-- Differentiating a superposition of two exponentials multiplies it by `q` and reverses the
sign of the second amplitude. -/
theorem deriv_wave (q a b : ℂ) :
    deriv (wave q a b) = fun x => q * wave q a (-b) x := by
  funext x
  have h0 : HasDerivAt (fun y : ℝ => (y : ℂ)) ((1 : ℝ) : ℂ) x :=
    (hasDerivAt_id x).ofReal_comp
  have h := h0.const_mul q
  have hw : HasDerivAt (wave q a b) (q * wave q a (-b) x) x := by
    refine ((h.cexp.const_mul a).fun_add (h.fun_neg.cexp.const_mul b)).congr_deriv ?_
    simp only [wave, Complex.ofReal_one]
    ring
  exact hw.deriv

/-- The second derivative of a superposition of two exponentials is `q²` times the wave. -/
theorem deriv_deriv_wave (q a b : ℂ) (x : ℝ) :
    deriv (deriv (wave q a b)) x = q ^ 2 * wave q a b x := by
  rw [deriv_wave, deriv_const_mul_field, deriv_wave, neg_neg]
  ring
```

These derivatives verify the energy $k^2$ in both regions, for any amplitudes $a$ and $b$.

```lean
/-- The spinor `(w, -w)` has energy `k²` both outside the barrier, where `w` oscillates with
wave number `k`, and inside a barrier of height `k² + κ²`, where `w` is built from `exp(±κx)`. -/
theorem bilayer_energy (k κ : ℝ) (a b : ℂ) (x : ℝ) :
    bilayerH 0 (wave (I * k) a b) (wave (I * k) (-a) (-b)) x
        = ((k : ℂ) ^ 2 * wave (I * k) a b x, (k : ℂ) ^ 2 * wave (I * k) (-a) (-b) x) ∧
    bilayerH (k ^ 2 + κ ^ 2) (wave κ a b) (wave κ (-a) (-b)) x
        = ((k : ℂ) ^ 2 * wave κ a b x, (k : ℂ) ^ 2 * wave κ (-a) (-b) x) := by
  constructor <;> simp only [bilayerH, deriv_deriv_wave, Prod.mk.injEq] <;> constructor <;>
    simp only [wave, mul_pow, I_sq] <;> push_cast <;> ring
```

## The transmitted amplitude and its modulus

In the next proof `P` and `Q` stand for $e^{\kappa d}$ and $e^{-\kappa d}$. The steps `hA` and `hB` are the expressions for $A$ and $B$ found above, and the last `linear_combination` inserts them into the left-edge equations.

```lean
/-- Eliminating the reflected and evanescent amplitudes from the matching conditions leaves one
linear equation for the transmitted amplitude `s`. -/
theorem transmitted_amplitude {k κ d : ℝ} {r A B s : ℂ} (h : Matched k κ d r A B s) :
    s * exp (I * k * d) * (2 * k * κ * (Real.cosh (κ * d) : ℂ)
      + I * (κ ^ 2 - k ^ 2) * (Real.sinh (κ * d) : ℂ)) = 2 * k * κ := by
  obtain ⟨h1, h2, h3, h4⟩ := h
  simp only [deriv_wave, wave, ofReal_zero, mul_zero, neg_zero, exp_zero, mul_one] at h1 h2
  simp only [deriv_wave, wave] at h3 h4
  have hPQ : exp ((κ : ℂ) * d) * exp (-((κ : ℂ) * d)) = 1 := by
    rw [← exp_add, add_neg_cancel, exp_zero]
  have hI : I ^ 2 = -1 := I_sq
  simp only [ofReal_cosh, ofReal_sinh, ofReal_mul, Complex.cosh, Complex.sinh]
  set P := exp ((κ : ℂ) * d)
  set Q := exp (-((κ : ℂ) * d))
  set F := s * exp (I * k * d) with hF
  -- the right edge fixes both evanescent amplitudes
  have hA : 2 * κ * A = (κ + I * k) * F * Q := by
    linear_combination Q * (κ * h3 + h4) - 2 * κ * A * hPQ
  have hB : 2 * κ * B = (κ - I * k) * F * P := by
    linear_combination P * (κ * h3 - h4) - 2 * κ * B * hPQ
  -- the left edge relates them to the incident wave
  linear_combination (I / 2) * (2 * κ * (I * k * h1 + h2) + (κ + I * k) * hA
    - (κ - I * k) * hB) + (-2 * k * κ + F * k * κ * (P + Q) + F * (Q - P) * I * k ^ 2 / 2) * hI
```

Taking squared moduli removes the phase $e^{ikd}$; $\cosh^2=1+\sinh^2$ then puts the denominator in the stated form.

```lean
/-- Transmission probability for wave number `k > 0` outside the barrier and decay constant
`κ > 0` inside it. -/
theorem transmission_general {k κ d : ℝ} {r A B s : ℂ} (hk : 0 < k) (hκ : 0 < κ)
    (h : Matched k κ d r A B s) :
    ‖s‖ ^ 2 = 4 * k ^ 2 * κ ^ 2 /
      (4 * k ^ 2 * κ ^ 2 + (k ^ 2 + κ ^ 2) ^ 2 * Real.sinh (κ * d) ^ 2) := by
  have hs := transmitted_amplitude h
  have e1 : 2 * k * κ * (Real.cosh (κ * d) : ℂ) + I * (κ ^ 2 - k ^ 2) * (Real.sinh (κ * d) : ℂ)
      = ((2 * k * κ * Real.cosh (κ * d) : ℝ) : ℂ)
        + (((κ ^ 2 - k ^ 2) * Real.sinh (κ * d) : ℝ) : ℂ) * I := by
    push_cast
    ring
  have e2 : (2 * k * κ : ℂ) = ((2 * k * κ : ℝ) : ℂ) := by simp
  have e3 : normSq (exp (I * k * d)) = 1 := by
    rw [normSq_eq_norm_sq, show I * k * d = ((k * d : ℝ) : ℂ) * I by push_cast; ring,
      norm_exp_ofReal_mul_I, one_pow]
  rw [e1, e2] at hs
  -- take squared moduli of the amplitude equation
  have hn := congrArg normSq hs
  rw [normSq_mul, normSq_mul, e3, normSq_add_mul_I, normSq_ofReal] at hn
  rw [Complex.sq_norm, eq_div_iff (by positivity)]
  linear_combination hn - normSq s * 4 * k ^ 2 * κ ^ 2 * Real.cosh_sq (κ * d)
```

Setting $\kappa=k$ turns that denominator into $4k^4\cosh^2(kd)$.

```lean
/-- When the decay constant in the barrier equals the wave number `k > 0` outside, the
transmission probability at normal incidence is `1 / cosh²(kd)`. -/
theorem bilayer_transmission {k d : ℝ} {r A B s : ℂ} (hk : 0 < k)
    (h : Matched k k d r A B s) : ‖s‖ ^ 2 = 1 / Real.cosh (k * d) ^ 2 := by
  rw [transmission_general hk hk h,
    div_eq_div_iff (by positivity) (pow_pos (Real.cosh_pos _) 2).ne', Real.cosh_sq]
  ring
```

The hypothesis `hk` matters. At $k=\kappa=0$ every wave is constant and both slope equations read $0=0$. The choice $r=1$, $A=2$, $B=0$, $s=2$ satisfies all four conditions, yet $|s|^2=4$ while $1/\cosh^2(0)=1$.

With $u=e^{-kd}$ as before, both bounds use `hq`, which is $u\cosh(kd)=(1+u^2)/2$ and holds for every real $d$. The lower bound also needs $u\le1$, the step `hQ`, and this is where $d>0$ enters.

```lean
/-- For `k, d > 0` and equal wave number and decay constant, the transmission probability lies
between `exp(-2kd)` and `4 exp(-2kd)`. -/
theorem exponential_suppression {k d : ℝ} {r A B s : ℂ} (hk : 0 < k) (hd : 0 < d)
    (h : Matched k k d r A B s) :
    Real.exp (-(2 * k * d)) ≤ ‖s‖ ^ 2 ∧ ‖s‖ ^ 2 ≤ 4 * Real.exp (-(2 * k * d)) := by
  have hC : 0 < Real.cosh (k * d) ^ 2 := pow_pos (Real.cosh_pos _) 2
  have hEQ : Real.exp (k * d) * Real.exp (-(k * d)) = 1 := by
    rw [← Real.exp_add, add_neg_cancel, Real.exp_zero]
  have hq : Real.exp (-(k * d)) * Real.cosh (k * d) = (1 + Real.exp (-(k * d)) ^ 2) / 2 := by
    rw [Real.cosh_eq]
    linear_combination hEQ / 2
  have h2 : Real.exp (-(2 * k * d)) = Real.exp (-(k * d)) ^ 2 := by
    rw [pow_two, ← Real.exp_add]
    congr 1
    ring
  have hQ : Real.exp (-(k * d)) ≤ 1 := Real.exp_le_one_iff.mpr (by nlinarith [mul_pos hk hd])
  have hQ2 : Real.exp (-(k * d)) ^ 2 ≤ 1 := pow_le_one₀ (Real.exp_pos _).le hQ
  rw [bilayer_transmission hk h, h2]
  constructor
  · rw [le_div_iff₀ hC, ← mul_pow, hq]
    exact pow_le_one₀ (by positivity) (by linarith)
  · rw [div_le_iff₀ hC, mul_assoc, ← mul_pow, hq]
    nlinarith [sq_nonneg (Real.exp (-(k * d))), sq_nonneg (Real.exp (-(k * d)) ^ 2)]
```

The denominator in `transmission_general` equals $4k^2\kappa^2\cosh^2(\kappa d)+(k^2-\kappa^2)^2\sinh^2(\kappa d)$. Its second term is never negative, so it can only lower the transmission, and it vanishes at $k=\kappa$. At fixed $\kappa$ and $d$, the value at $k=\kappa$ is therefore the largest.

```lean
/-- For wave number `k > 0` and decay constant `κ > 0`, the transmission probability never
exceeds `1 / cosh²(κd)`. -/
theorem transmission_le {k κ d : ℝ} {r A B s : ℂ} (hk : 0 < k) (hκ : 0 < κ)
    (h : Matched k κ d r A B s) : ‖s‖ ^ 2 ≤ 1 / Real.cosh (κ * d) ^ 2 := by
  rw [transmission_general hk hκ h,
    div_le_div_iff₀ (by positivity) (pow_pos (Real.cosh_pos _) 2), Real.cosh_sq]
  nlinarith [sq_nonneg ((k ^ 2 - κ ^ 2) * Real.sinh (κ * d))]
```

Finally, explicit amplitudes solve the matching equations at $\kappa=k$, with $r=-i\tanh(kd)$. The proof replaces the hyperbolic functions by exponentials and checks the four equations one by one.

```lean
/-- Explicit reflected, evanescent and transmitted amplitudes that satisfy all four matching
conditions when the decay constant equals the wave number. -/
theorem matched_witness (k d : ℝ) :
    Matched k k d (-I * (Real.sinh (k * d) : ℂ) / (Real.cosh (k * d) : ℂ))
      ((1 + I) / 2 * exp (-((k : ℂ) * d)) / (Real.cosh (k * d) : ℂ))
      ((1 - I) / 2 * exp ((k : ℂ) * d) / (Real.cosh (k * d) : ℂ))
      (exp (-(I * k * d)) / (Real.cosh (k * d) : ℂ)) := by
  have hC : (Real.cosh (k * d) : ℂ) = (exp ((k : ℂ) * d) + exp (-((k : ℂ) * d))) / 2 := by
    rw [ofReal_cosh, ofReal_mul, Complex.cosh]
  have hS : (Real.sinh (k * d) : ℂ) = (exp ((k : ℂ) * d) - exp (-((k : ℂ) * d))) / 2 := by
    rw [ofReal_sinh, ofReal_mul, Complex.sinh]
  have hc : (Real.cosh (k * d) : ℂ) * (Real.cosh (k * d) : ℂ)⁻¹ = 1 :=
    mul_inv_cancel₀ (ofReal_ne_zero.mpr (Real.cosh_pos _).ne')
  have hE : exp ((k : ℂ) * d) * exp (-((k : ℂ) * d)) = 1 := by
    rw [← exp_add, add_neg_cancel, exp_zero]
  have hG : exp (I * k * d) * exp (-(I * k * d)) = 1 := by
    rw [← exp_add, add_neg_cancel, exp_zero]
  have hI : I ^ 2 = -1 := I_sq
  generalize (Real.cosh (k * d) : ℂ) = C at *
  generalize (Real.sinh (k * d) : ℂ) = S at *
  constructor
  · simp only [wave, ofReal_zero, mul_zero, neg_zero, exp_zero, mul_one]
    linear_combination C⁻¹ * hC - hc - I * C⁻¹ * hS
  · simp only [deriv_wave, wave, ofReal_zero, mul_zero, neg_zero, exp_zero, mul_one]
    linear_combination I * k * (C⁻¹ * hC - hc) + k * C⁻¹ * S * hI - k * C⁻¹ * hS
  · simp only [wave]
    linear_combination C⁻¹ * (hE - hG)
  · simp only [deriv_wave, wave]
    linear_combination I * k * C⁻¹ * (hE - hG)

end

end BilayerBarrier
```

```lean
#print axioms BilayerBarrier.bilayer_energy
#print axioms BilayerBarrier.bilayer_transmission
#print axioms BilayerBarrier.exponential_suppression
#print axioms BilayerBarrier.transmission_le
```

```
'BilayerBarrier.bilayer_energy' depends on axioms: [propext, Classical.choice, Quot.sound]
'BilayerBarrier.bilayer_transmission' depends on axioms: [propext, Classical.choice, Quot.sound]
'BilayerBarrier.exponential_suppression' depends on axioms: [propext, Classical.choice, Quot.sound]
'BilayerBarrier.transmission_le' depends on axioms: [propext, Classical.choice, Quot.sound]
```
